# A closed form for the bond-centre potentials of the + + − − chain

Point charges of magnitude $q$ sit on a line with spacing $a>0$, and their signs repeat as $+,+,-,-$. At the centre of a bond between two positive charges the potential, in Gaussian units, is $2\sqrt2\,\ln(1+\sqrt2)\,q/a\approx 2.493\,q/a$. Between two negative charges it is the negative of this, and between unlike charges it is zero. Here the potential of the infinite chain means the limit of sums that include equally many sites on both sides of the bond.

To write this as one formula, let site $k\in\mathbb Z$ lie at $ak$ and carry the charge $q\,c(k)$, with $c(k)=1$ for $k\equiv0,3$ and $c(k)=-1$ for $k\equiv1,2$ modulo 4. The potential at the centre of the bond between sites $m-1$ and $m$ is then
$$\sqrt2\,\ln(1+\sqrt2)\,\bigl(c(m-1)+c(m)\bigr)\frac qa .$$

For this model of fixed point charges on a line, the formula gives the electrostatic shift of the on-site energy in a tight-binding description with a point-like orbital at a bond centre: the electron's charge times the potential.

## From the chain to a logarithm

**Pairing the sites.** The bond centre is at $a(m-\tfrac12)$. Sites $m+j$ and $m-1-j$, with $j\ge0$, are both at distance $a(2j+1)/2$ from it. Their charges satisfy
$$c(m+j)+c(m-1-j)=\bigl(c(m)+c(m-1)\bigr)c(j).$$
For $m=0$ this follows from the mirror symmetry $c(-1-j)=c(j)$. For $m=1$ the left side is $c(j+1)+c(j-1)=0$, because a shift by two sites reverses the charge, and the right side vanishes too. Raising or lowering $m$ by 2 reverses the sign of both sides, so all $m$ follow. The potential of the $N$ nearest sites on each side is therefore
$$V_N=\frac{2q\,(c(m)+c(m-1))}{a}\,S_N,\qquad S_N=\sum_{k=0}^{N-1}\frac{c(k)}{2k+1}.$$

**Summing the powers.** Since $c(k+2)=-c(k)$, multiplication by $1+x^4$ cancels all but the end terms:
$$(1+x^4)\sum_{k=0}^{N-1}c(k)x^{2k}=1-x^2-x^{2N}\bigl(c(N)+c(N+1)x^2\bigr).$$

**Integrating the main term.** Put $A=x^2+\sqrt2x+1$ and $B=x^2-\sqrt2x+1$, so that $AB=1+x^4$. Both are positive for real $x$. Let
$$L(x)=\frac{\ln A-\ln B}{2\sqrt2}.$$
Then
$$L'(x)=\frac{(2x+\sqrt2)B-(2x-\sqrt2)A}{2\sqrt2\,AB}
=\frac{2\sqrt2(x^2+1)-4\sqrt2x^2}{2\sqrt2(1+x^4)}=\frac{1-x^2}{1+x^4}.$$
Moreover $L(0)=0$. At $x=1$ the ratio $A/B$ is $(2+\sqrt2)/(2-\sqrt2)=(1+\sqrt2)^2$, which gives $L(1)=\ln(1+\sqrt2)/\sqrt2$.

**Bounding the remainder.** Let $E_N(x)=L(x)-\sum_{k=0}^{N-1}c(k)x^{2k+1}/(2k+1)$. Then $E_N(0)=0$ and
$$|E_N'(x)|=\frac{x^{2N}\,|c(N)+c(N+1)x^2|}{1+x^4}\le x^{2N}\,\frac{1+x^2}{1+x^4}\le2x^{2N}.$$
The last step uses $1+x^2\le2(1+x^4)$. Integration from 0 to 1 gives
$$\left|\frac{\ln(1+\sqrt2)}{\sqrt2}-S_N\right|\le\frac2{2N+1}.$$
Hence $S_N\to\ln(1+\sqrt2)/\sqrt2$. Inserting this limit in $V_N$, with $2/\sqrt2=\sqrt2$, gives the stated potential.

## Charges, distances and the logarithm in Lean

```lean
import Mathlib

open Filter Topology

namespace BondCentreMadelung

noncomputable section
```

The function `charge` is the dimensionless sign $c$; the physical charge is `q * charge k`. Lean's integer remainder `k % 4` lies between 0 and 3 for negative `k` as well, so the pattern continues correctly to the left.

```lean
/-- Charge, in units of the charge magnitude, on site `k` of the chain of period four:
`+1` for `k ≡ 0, 3` and `-1` for `k ≡ 1, 2` modulo 4. -/
def charge (k : ℤ) : ℝ := if k % 4 = 0 ∨ k % 4 = 3 then 1 else -1
```

The next definition is $V_N$ as a Coulomb sum with the actual distances. Its two terms are the sites `m + j` and `m - 1 - j`, and `Finset.range N` lets `j` run from 0 to $N-1$. Gaussian units are fixed here; in SI units the result is multiplied by $1/(4\pi\varepsilon_0)$.

```lean
/-- Potential (Gaussian units) at the centre `a (m - 1/2)` of the bond between sites `m - 1`
and `m`, due to the `N` nearest sites on each side. Site `k` sits at `a k` and carries
`q * charge k`; the spacing `a` is nonzero. -/
def bondPotential (q a : ℝ) (m : ℤ) (N : ℕ) : ℝ :=
  ∑ j ∈ Finset.range N,
    (q * charge (m + j) / |a * ((m + j : ℤ) : ℝ) - a * (m - 1 / 2)|
      + q * charge (m - 1 - j) / |a * ((m - 1 - j : ℤ) : ℝ) - a * (m - 1 / 2)|)
```

The function $L$ is called `logRatio`, and `Real.log` is the natural logarithm.

```lean
/-- The logarithm of the ratio of `x² + √2 x + 1` to `x² - √2 x + 1`, divided by `2√2`. Both
quadratics are positive for every real `x`. -/
def logRatio (x : ℝ) : ℝ :=
  (Real.log (x ^ 2 + √2 * x + 1) - Real.log (x ^ 2 - √2 * x + 1)) / (2 * √2)
```

## Two symmetries of the charge pattern

The first lemma is $c(k+2)=-c(k)$. It separates the two cases of the definition, and `omega` does the arithmetic of remainders.

```lean
/-- Moving along the chain by two sites reverses the charge. -/
theorem charge_add_two (k : ℤ) : charge (k + 2) = -charge k := by
  by_cases h : k % 4 = 0 ∨ k % 4 = 3
  · have h' : ¬((k + 2) % 4 = 0 ∨ (k + 2) % 4 = 3) := by omega
    simp only [charge, if_pos h, if_neg h']
  · have h' : (k + 2) % 4 = 0 ∨ (k + 2) % 4 = 3 := by omega
    simp only [charge, if_neg h, if_pos h', neg_neg]
```

The pairing identity is proved by cases instead of by the mirror argument. `split_ifs` runs through the possible values of the five charges. Each combination is either impossible, which `omega` detects, or a numerical identity, which `norm_num` confirms.

```lean
/-- The two sites at equal distance from a bond centre carry together the charge of the two
bonded sites, times the sign `charge j`. -/
theorem charge_pair (m j : ℤ) :
    charge (m + j) + charge (m - 1 - j) = (charge m + charge (m - 1)) * charge j := by
  unfold charge
  -- the residues modulo 4 either contradict each other or give the identity
  split_ifs <;> first | omega | norm_num
```

## The finite sum and its antiderivative

The generating sum is proved by induction on `N`. The new term combines with the old remainder, and `charge_add_two` turns $c(n+2)$ into $-c(n)$.

```lean
/-- Closed form of the finite generating sum of the charges, with its remainder. -/
theorem charge_generating_sum (x : ℝ) (N : ℕ) :
    (1 + x ^ 4) * ∑ k ∈ Finset.range N, charge k * x ^ (2 * k)
      = (1 - x ^ 2) - x ^ (2 * N) * (charge N + charge (N + 1) * x ^ 2) := by
  induction N with
  | zero =>
    have h0 : charge 0 = 1 := by norm_num [charge]
    have h1 : charge 1 = -1 := by norm_num [charge]
    rw [Finset.sum_range_zero, Nat.cast_zero, zero_add, h0, h1]
    ring
  | succ n ih =>
    have h : charge ((n : ℤ) + 1 + 1) = -charge n := by
      rw [add_assoc]
      exact charge_add_two n
    rw [Finset.sum_range_succ, mul_add, ih]
    push_cast
    rw [h]
    ring
```

`HasDerivAt f f' x` says that `f` is differentiable at `x` with derivative `f'`. In the proof, `hA` and `hB` establish that $A$ and $B$ are positive by completing the square, `dA` and `dB` differentiate them, and `hAB` is the factorisation of $1+x^4$. The final `ring` checks the numerator computed above.

```lean
/-- The function `logRatio` has derivative `(1 - x²) / (1 + x⁴)`. -/
theorem hasDerivAt_logRatio (x : ℝ) :
    HasDerivAt logRatio ((1 - x ^ 2) / (1 + x ^ 4)) x := by
  have hs : √2 ^ 2 = (2 : ℝ) := Real.sq_sqrt (by norm_num)
  have hs0 : 2 * √2 ≠ (0 : ℝ) := by positivity
  have hA : 0 < x ^ 2 + √2 * x + 1 := by nlinarith [sq_nonneg (x + √2 / 2)]
  have hB : 0 < x ^ 2 - √2 * x + 1 := by nlinarith [sq_nonneg (x - √2 / 2)]
  have dA : HasDerivAt (fun y : ℝ => y ^ 2 + √2 * y + 1) (2 * x + √2) x :=
    (((hasDerivAt_pow 2 x).fun_add ((hasDerivAt_id' x).const_mul √2)).add_const 1).congr_deriv
      (by norm_num)
  have dB : HasDerivAt (fun y : ℝ => y ^ 2 - √2 * y + 1) (2 * x - √2) x :=
    (((hasDerivAt_pow 2 x).fun_sub ((hasDerivAt_id' x).const_mul √2)).add_const 1).congr_deriv
      (by norm_num)
  -- the two quadratics are the factors of `1 + x⁴`
  have hAB : 1 + x ^ 4 = (x ^ 2 + √2 * x + 1) * (x ^ 2 - √2 * x + 1) := by
    linear_combination x ^ 2 * hs
  refine (((dA.log hA.ne').fun_sub (dB.log hB.ne')).div_const (2 * √2)).congr_deriv ?_
  rw [hAB, div_sub_div _ _ hA.ne' hB.ne', div_div,
    div_eq_div_iff (mul_ne_zero (mul_pos hA hB).ne' hs0) (mul_pos hA hB).ne']
  ring
```

The value at 1 comes from the identity $A=(1+\sqrt2)^2B$ at $x=1$, named `e`, after which $\ln B$ cancels.

```lean
/-- At 1 the function `logRatio` equals `ln(1 + √2) / √2`. -/
theorem logRatio_one : logRatio 1 = Real.log (1 + √2) / √2 := by
  have hs : √2 ^ 2 = (2 : ℝ) := Real.sq_sqrt (by norm_num)
  have hB : (0 : ℝ) < 1 ^ 2 - √2 * 1 + 1 := by nlinarith [sq_nonneg (√2 - 2)]
  have e : (1 : ℝ) ^ 2 + √2 * 1 + 1 = (1 + √2) ^ 2 * (1 ^ 2 - √2 * 1 + 1) := by
    linear_combination √2 * hs
  rw [logRatio, e, Real.log_mul (by positivity) hB.ne', Real.log_pow, add_sub_cancel_right,
    Nat.cast_ofNat, mul_div_mul_left _ _ two_ne_zero]
```

## An error bound for every truncation

The next theorem bounds the error of $S_N$ for every natural number $N$, including the empty sum at $N=0$.

```lean
/-- After `N` terms the series of `charge k / (2k+1)` is within `2 / (2N+1)` of
`ln(1 + √2) / √2`. -/
theorem partial_sum_error (N : ℕ) :
    |Real.log (1 + √2) / √2 - ∑ k ∈ Finset.range N, charge k / (2 * k + 1)|
      ≤ 2 / (2 * N + 1) := by
  have dpow : ∀ (c : ℝ) (k : ℕ) (x : ℝ),
      HasDerivAt (fun y : ℝ => c * y ^ (2 * k + 1) / (2 * k + 1)) (c * x ^ (2 * k)) x := by
    intro c k x
    refine (((hasDerivAt_pow (2 * k + 1) x).const_mul c).div_const _).congr_deriv ?_
    have hk : 2 * (k : ℝ) + 1 ≠ 0 := by positivity
    rw [Nat.add_sub_cancel]
    push_cast
    field_simp
  have habs : ∀ k : ℤ, |charge k| = 1 := by
    intro k
    unfold charge
    split_ifs <;> simp
  -- the derivative of the error is at most `2 x^(2N)`
  have hb : ∀ x : ℝ, |(1 - x ^ 2) / (1 + x ^ 4)
      - ∑ k ∈ Finset.range N, charge k * x ^ (2 * k)| ≤ 2 * x ^ (2 * N) := by
    intro x
    have hp : 0 < 1 + x ^ 4 := by positivity
    have hx : 0 ≤ x ^ (2 * N) := by rw [pow_mul]; positivity
    have hR : (1 - x ^ 2) / (1 + x ^ 4) - ∑ k ∈ Finset.range N, charge k * x ^ (2 * k)
        = x ^ (2 * N) * (charge N + charge (N + 1) * x ^ 2) / (1 + x ^ 4) := by
      rw [eq_div_iff hp.ne', sub_mul, div_mul_cancel₀ _ hp.ne']
      linear_combination -charge_generating_sum x N
    have hu : |charge N + charge (N + 1) * x ^ 2| ≤ 2 * (1 + x ^ 4) := by
      have h := abs_add_le (charge N) (charge (N + 1) * x ^ 2)
      rw [abs_mul, habs, habs, abs_of_nonneg (sq_nonneg x), one_mul] at h
      nlinarith [sq_nonneg (x ^ 2 - 1), sq_nonneg (x ^ 2)]
    rw [hR, abs_div, abs_of_pos hp, div_le_iff₀ hp, abs_mul, abs_of_nonneg hx]
    nlinarith [mul_le_mul_of_nonneg_left hu hx]
  -- adding or subtracting the error leaves `2 x^(2N+1) / (2N+1)` increasing
  have key : ∀ σ : ℝ, |σ| = 1 → 0 ≤ 2 / (2 * (N : ℝ) + 1)
      + σ * (logRatio 1 - ∑ k ∈ Finset.range N, charge k / (2 * k + 1)) := by
    intro σ hσ
    have d : ∀ x : ℝ, HasDerivAt (fun y : ℝ => 2 * y ^ (2 * N + 1) / (2 * N + 1)
        + σ * (logRatio y - ∑ k ∈ Finset.range N, charge k * y ^ (2 * k + 1) / (2 * k + 1)))
        (2 * x ^ (2 * N) + σ * ((1 - x ^ 2) / (1 + x ^ 4)
          - ∑ k ∈ Finset.range N, charge k * x ^ (2 * k))) x := fun x =>
      (dpow 2 N x).fun_add (((hasDerivAt_logRatio x).fun_sub
        (HasDerivAt.fun_sum fun (k : ℕ) _ => dpow (charge k) k x)).const_mul σ)
    have mono := monotone_of_deriv_nonneg (fun x => (d x).differentiableAt) (fun x => by
      rw [(d x).deriv]
      have h := neg_abs_le (σ * ((1 - x ^ 2) / (1 + x ^ 4)
        - ∑ k ∈ Finset.range N, charge k * x ^ (2 * k)))
      rw [abs_mul, hσ, one_mul] at h
      linarith [hb x])
    have h0 : logRatio 0 = 0 := by simp [logRatio]
    simpa [h0] using mono (zero_le_one' ℝ)
  have h1 := key 1 (by norm_num)
  have h2 := key (-1) (by norm_num)
  rw [← logRatio_one, abs_le]
  constructor <;> linarith
```

Here `dpow` differentiates a single term of the sum, and `hb` is the bound $|E_N'(x)|\le2x^{2N}$. The integration is replaced by a monotonicity argument. For $\sigma=\pm1$ the function
$$\frac{2x^{2N+1}}{2N+1}+\sigma E_N(x)$$
has a non-negative derivative, so its value at 1 is at least its value at 0, which is zero. This is `key`; the two signs together give the bound on the absolute value.

## The limit of the series and of the potential

`Tendsto … atTop (𝓝 L)` means convergence to `L` as the index grows. The series is stated with `range (N + 1)`, so its terms run over $k=0,\dots,N$. The proof squeezes the error between 0 and $2/(2N+1)$ and then shifts the index by one.

```lean
/-- The partial sums over `k = 0..N` of `charge k / (2k+1)` tend to `ln(1 + √2) / √2`. -/
theorem bond_centre_series : Tendsto
    (fun N : ℕ => ∑ k ∈ Finset.range (N + 1), charge k / (2 * k + 1))
    atTop (𝓝 (Real.log (1 + √2) / √2)) := by
  have h0 : Tendsto (fun N : ℕ => 2 / (2 * (N : ℝ) + 1)) atTop (𝓝 0) :=
    tendsto_const_nhds.div_atTop (tendsto_atTop_add_const_right _ _
      (tendsto_natCast_atTop_atTop.const_mul_atTop two_pos))
  have h : Tendsto (fun N : ℕ => ∑ k ∈ Finset.range N, charge k / (2 * k + 1))
      atTop (𝓝 (Real.log (1 + √2) / √2)) := by
    rw [tendsto_iff_dist_tendsto_zero]
    refine squeeze_zero (fun _ => dist_nonneg) (fun N => ?_) h0
    rw [dist_comm, Real.dist_eq]
    exact partial_sum_error N
  exact h.comp (tendsto_add_atTop_nat 1)
```

The last theorem covers every bond through the integer `m`. The number `q` may be any real, and a negative value reverses all the charges.

```lean
/-- For spacing `a > 0`, the potential at the centre of the bond between sites `m - 1` and `m`
tends to `√2 ln(1 + √2) q / a` times the sum of the two bonded charges in units of `q`, as
equally many sites are included on both sides. -/
theorem bondPotential_tendsto (q a : ℝ) (ha : 0 < a) (m : ℤ) :
    Tendsto (bondPotential q a m) atTop
      (𝓝 (√2 * Real.log (1 + √2) * (charge (m - 1) + charge m) * q / a)) := by
  -- pairing equidistant sites reduces every bond to the same series
  have e : ∀ N : ℕ, bondPotential q a m N = 2 * q * (charge m + charge (m - 1)) / a
      * ∑ j ∈ Finset.range N, charge j / (2 * j + 1) := by
    intro N
    rw [bondPotential, Finset.mul_sum]
    refine Finset.sum_congr rfl fun j _ => ?_
    have hj : 2 * (j : ℝ) + 1 ≠ 0 := by positivity
    have hd : 0 < a * (2 * (j : ℝ) + 1) / 2 := by positivity
    have r : a * ((m + j : ℤ) : ℝ) - a * (m - 1 / 2) = a * (2 * (j : ℝ) + 1) / 2 := by
      push_cast
      ring
    have l : a * ((m - 1 - j : ℤ) : ℝ) - a * (m - 1 / 2) = -(a * (2 * (j : ℝ) + 1) / 2) := by
      push_cast
      ring
    rw [r, l, abs_neg, abs_of_pos hd, ← add_div, ← mul_add, charge_pair m j]
    field_simp
  have h : Tendsto (fun N : ℕ => ∑ k ∈ Finset.range N, charge k / (2 * k + 1))
      atTop (𝓝 (Real.log (1 + √2) / √2)) :=
    (tendsto_add_atTop_iff_nat 1).1 bond_centre_series
  have hs : √2 ^ 2 = (2 : ℝ) := Real.sq_sqrt (by norm_num)
  have hl : Real.log (1 + √2) / √2 = √2 * Real.log (1 + √2) / 2 := by
    rw [div_eq_div_iff (by positivity) two_ne_zero]
    linear_combination -Real.log (1 + √2) * hs
  have hv : √2 * Real.log (1 + √2) * (charge (m - 1) + charge m) * q / a
      = 2 * q * (charge m + charge (m - 1)) / a * (Real.log (1 + √2) / √2) := by
    rw [hl]
    ring
  rw [hv]
  exact (h.const_mul _).congr fun N => (e N).symm

end

end BondCentreMadelung
```

In its proof, `r` and `l` compute the displacements of the right and left sites from the bond centre, and `charge_pair` adds their charges. This yields `e`, the formula for $V_N$ in terms of $S_N$, valid for each `N`. The limit of the series is then multiplied by the constant prefactor, and `hl` rewrites $1/\sqrt2$ as $\sqrt2/2$.

```lean
#print axioms BondCentreMadelung.bondPotential_tendsto
-- 'BondCentreMadelung.bondPotential_tendsto' depends on axioms: [propext, Classical.choice, Quot.sound]
```

## Sixteen sites around a positive bond

Take $m=0$, the bond between the positive sites $-1$ and $0$. A direct summation adds one pair of sites at a time, and the potential is $4S_N\,q/a$. With eight sites on each side,
$$S_8=1-\tfrac13-\tfrac15+\tfrac17+\tfrac19-\tfrac1{11}-\tfrac1{13}+\tfrac1{15}\approx0.6195,$$
so the truncated potential is about $2.478\,q/a$, against the limit $2.493\,q/a$. The bound on $S_N$ becomes $8q/((2N+1)a)$ for this potential when $q>0$. It guarantees an error of at most $10^{-3}q/a$ from $N=4000$ onwards. At the centre of a bond between unlike charges each pair cancels, and the sum is zero at every $N$.

## Negative spacing and real ions

The condition $a>0$ makes $a$ a length. For $a=-1$, $q=1$ and $m=0$ the distances are unchanged, since they are absolute values, and the sums still tend to $+2\sqrt2\ln(1+\sqrt2)$. The formula with $q/a$ would give the opposite sign, so negative $a$ has to be excluded.

The model replaces the ions of a real chain by fixed, equally spaced point charges in vacuum. A spherical ion whose charge lies entirely within $a/2$ of its centre gives the same potential at the bond centres as a point charge. Charge clouds that extend further, or dipoles induced in polarisable ions, can change the potential there.
